# Phase-space partial derivatives obey the product rule on Poisson brackets of polynomials

In classical mechanics with finitely many position–momentum pairs, take two observables f and g that are polynomials in the positions and momenta, with coefficients in a commutative ring. The theorem `pderiv_bracket` says that the partial derivative ∂ with respect to any one position or momentum satisfies ∂{f, g} = {∂f, g} + {f, ∂g}, where {f, g} is the Poisson bracket. The attempt first proves that partial derivatives commute: their commutator is itself a derivation, so it is zero once it vanishes on every coordinate. It then expands both sides with the ordinary product rule and compares them term by term in the sum over pairs.

An attempt in Lean 4 with a fault in it:

```lean
import Mathlib

open MvPolynomial

namespace PolynomialPoissonBracket

noncomputable section

variable {ι R : Type*} [CommRing R]

/-- Polynomial observables in positions (left variables) and momenta (right variables). -/
abbrev Observable (ι R : Type*) [CommRing R] := MvPolynomial (ι ⊕ ι) R

variable [Fintype ι]

/-- The Poisson bracket `{f, g} = ∑ i, (∂f/∂q_i ∂g/∂p_i - ∂f/∂p_i ∂g/∂q_i)`. -/
def bracket (f g : Observable ι R) : Observable ι R :=
  ∑ i, (pderiv (Sum.inl i) f * pderiv (Sum.inr i) g
    - pderiv (Sum.inr i) f * pderiv (Sum.inl i) g)

/-- Every partial derivative obeys the product rule on brackets:
`∂{f, g} = {∂f, g} + {f, ∂g}`. -/
theorem pderiv_bracket (a : ι ⊕ ι) (f g : Observable ι R) :
    pderiv a (bracket f g) = bracket (pderiv a f) g + bracket f (pderiv a g) := by
  classical
  -- partial derivatives commute, since their commutator kills every coordinate
  have comm : ∀ (b : ι ⊕ ι) (u : Observable ι R),
      pderiv a (pderiv b u) = pderiv b (pderiv a u) := by
    intro b u
    have key : ⁅pderiv a, pderiv b⁆
        = (0 : Derivation R (Observable ι R) (Observable ι R)) := by
      refine MvPolynomial.derivation_ext fun n => ?_
      rw [Derivation.commutator_apply, pderiv_X, pderiv_X]
      simp only [Pi.single_apply]
      split_ifs <;> simp
    have h := DFunLike.congr_fun key u
    rw [Derivation.commutator_apply] at h
    exact sub_eq_zero.mp h
  simp only [bracket, map_sum, map_sub, Derivation.leibniz, smul_eq_mul, comm,
    ← Finset.sum_add_distrib]
  exact Finset.sum_congr rfl fun i _ => by ring

end

end PolynomialPoissonBracket
```

The error:

```
Main.lean:30:16: error: typeclass instance problem is stuck
  CommSemiring ?m.62

Note: Lean will not try to resolve this typeclass instance problem because the type argument to `CommSemiring` is a metavariable. This argument must be fully determined before Lean will try to resolve the typeclass.

Hint: Adding type annotations and supplying implicit arguments to functions can give Lean more information for typeclass resolution. For example, if you have a variable `x` that you intend to be a `Nat`, but Lean reports it as having an unresolved type like `?m`, replacing `x` with `(x : Nat)` can get typeclass resolution un-stuck.
```

What went wrong. The error is at the first `pderiv a` in the statement of `key`. Lean needs a `CommSemiring` instance for the coefficient ring of that derivative, but the ring is still an unknown, `?m.62`, so the search cannot start. The index `a : ι ⊕ ι` fixes which variables the polynomials have, but not their coefficients.

The type written on `0` does not supply the missing ring. Lean's bracket `⁅x, y⁆` allows its two entries to have different types, and its value has the type of the second. Knowing the type of the right-hand side therefore says nothing about the first entry, where the error arises.

The repair states the type of both entries as `Derivation R (Observable ι R) (Observable ι R)`, which fixes the coefficient ring as `R` in each. The type of the commutator is then known from the left-hand side, so `0` no longer needs its own annotation. The mathematical claim of `key` and the proof steps are unchanged.

After these edits no error is left:

```diff
@@ -28,6 +28,6 @@
       pderiv a (pderiv b u) = pderiv b (pderiv a u) := by
     intro b u
-    have key : ⁅pderiv a, pderiv b⁆
-        = (0 : Derivation R (Observable ι R) (Observable ι R)) := by
+    have key : ⁅(pderiv a : Derivation R (Observable ι R) (Observable ι R)),
+        (pderiv b : Derivation R (Observable ι R) (Observable ι R))⁆ = 0 := by
       refine MvPolynomial.derivation_ext fun n => ?_
       rw [Derivation.commutator_apply, pderiv_X, pderiv_X]
```
